# Smearing with unit weight and zero second moment has an occupation function that goes below zero or above one

Let $x=(\varepsilon-\mu)/\sigma$ be the energy $\varepsilon$ of a level measured from the Fermi level $\mu$ in units of the smearing width $\sigma>0$, and let a real smearing function $D$ give that level the occupation $f(x)=\int_x^\infty D(t)\,dt$. Here $D$ is called second-order if $D$ and $x^2D$ are integrable, $\int D=1$ and $\int x^2D=0$.

```lean
import Mathlib

open MeasureTheory Filter Topology Set

namespace SecondOrderSmearing

noncomputable section

/-- A smearing function with unit weight and vanishing second moment, both moments being
absolutely convergent. -/
structure IsSecondOrder (D : ℝ → ℝ) : Prop where
  integrable : Integrable D
  integrable_sq : Integrable (fun x => x ^ 2 * D x)
  weight : ∫ x, D x = 1
  second_moment : ∫ x, x ^ 2 * D x = 0

/-- Occupation of a level at reduced energy `x = (ε - μ) / σ`: the weight of the smearing
function above `x`. -/
def occupation (D : ℝ → ℝ) (x : ℝ) : ℝ := ∫ t in Ioi x, D t

/-- Departure from the sharp Fermi step: the electrons above the Fermi level and the holes
at or below it. -/
def misoccupation (D : ℝ → ℝ) (y : ℝ) : ℝ :=
  if 0 < y then occupation D y else 1 - occupation D y

/-- The weight `2|y|` on the levels `y` between the Fermi level and `x`, zero elsewhere. -/
def levelWeight (x y : ℝ) : ℝ := (uIoc 0 x).indicator (fun z => 2 * |z|) y

/-- The level weight is integrable and its integral over all levels is `x ^ 2`. -/
theorem levelWeight_integral (x : ℝ) :
    Integrable (levelWeight x) ∧ ∫ y, levelWeight x y = x ^ 2 := by
  have hc : Continuous (fun y : ℝ => 2 * |y|) := by fun_prop
  refine ⟨(integrable_indicator_iff measurableSet_uIoc).2 hc.integrableOn_uIoc, ?_⟩
  unfold levelWeight
  rw [integral_indicator measurableSet_uIoc]
  rcases le_total 0 x with hx | hx
  · have h : ∫ y in Ioc 0 x, 2 * |y| = ∫ y in Ioc 0 x, 2 * y :=
      setIntegral_congr_fun measurableSet_Ioc (fun y hy => by simp only [abs_of_pos hy.1])
    rw [uIoc_of_le hx, h, ← intervalIntegral.integral_of_le hx,
      intervalIntegral.integral_const_mul, integral_id]
    ring
  · have h : ∫ y in Ioc x 0, 2 * |y| = ∫ y in Ioc x 0, (-2) * y :=
      setIntegral_congr_fun measurableSet_Ioc (fun y hy => by
        simp only [abs_of_nonpos hy.2]; ring)
    rw [uIoc_of_ge hx, h, ← intervalIntegral.integral_of_le hx,
      intervalIntegral.integral_const_mul, integral_id]
    ring

/-- The occupation is the total weight minus the weight at or below the level. -/
theorem occupation_eq_sub {D : ℝ → ℝ} (hD : Integrable D) (y : ℝ) :
    occupation D y = (∫ x, D x) - ∫ x in Iic y, D x := by
  have h := integral_add_compl (measurableSet_Iic (a := y)) hD
  rw [compl_Iic] at h
  unfold occupation
  linarith

/-- The second moment of a smearing function of unit weight is the integral of the
misoccupation weighted by `2|y|`, and that integral converges absolutely. -/
theorem second_moment_eq {D : ℝ → ℝ} (hD : Integrable D)
    (h2 : Integrable (fun x => x ^ 2 * D x)) (h1 : ∫ x, D x = 1) :
    Integrable (fun y => 2 * |y| * misoccupation D y) ∧
      ∫ x, x ^ 2 * D x = ∫ y, 2 * |y| * misoccupation D y := by
  have hS : MeasurableSet {p : ℝ × ℝ | p.2 ∈ uIoc 0 p.1} := by
    have a1 : MeasurableSet {p : ℝ × ℝ | 0 < p.2} := measurableSet_lt measurable_const measurable_snd
    have a2 : MeasurableSet {p : ℝ × ℝ | p.2 ≤ p.1} := measurableSet_le measurable_snd measurable_fst
    have a3 : MeasurableSet {p : ℝ × ℝ | p.1 < p.2} := measurableSet_lt measurable_fst measurable_snd
    have a4 : MeasurableSet {p : ℝ × ℝ | p.2 ≤ 0} := measurableSet_le measurable_snd measurable_const
    simp only [mem_uIoc]
    exact (a1.inter a2).union (a3.inter a4)
  have hw : Measurable (fun p : ℝ × ℝ => levelWeight p.1 p.2) := by
    have e : (fun p : ℝ × ℝ => levelWeight p.1 p.2) =
        {p : ℝ × ℝ | p.2 ∈ uIoc 0 p.1}.indicator (fun p => 2 * |p.2|) := by
      funext p
      by_cases hp : p.2 ∈ uIoc 0 p.1 <;> simp [levelWeight, hp]
    have hm : Measurable (fun p : ℝ × ℝ => 2 * |p.2|) :=
      (by fun_prop : Continuous (fun p : ℝ × ℝ => 2 * |p.2|)).measurable
    rw [e]
    exact hm.indicator hS
  have hpos : ∀ x y, 0 ≤ levelWeight x y := fun x y =>
    indicator_nonneg (fun z _ => by positivity) y
  have hm : AEStronglyMeasurable (fun p : ℝ × ℝ => D p.1 * levelWeight p.1 p.2)
      ((volume : Measure ℝ).prod volume) :=
    hD.aestronglyMeasurable.comp_fst.mul hw.aestronglyMeasurable
  -- absolute convergence of the double integral
  have hK : Integrable (fun p : ℝ × ℝ => D p.1 * levelWeight p.1 p.2)
      ((volume : Measure ℝ).prod volume) := by
    refine (integrable_prod_iff hm).2 ⟨Eventually.of_forall fun x =>
      (levelWeight_integral x).1.const_mul (D x),
      h2.norm.congr (Eventually.of_forall fun x => ?_)⟩
    simp only [norm_mul, Real.norm_eq_abs, abs_of_nonneg (hpos _ _)]
    rw [integral_const_mul, (levelWeight_integral x).2, abs_of_nonneg (sq_nonneg x)]
    ring
  -- integrating over x at a fixed level y gives the misoccupation times 2|y|
  have hin : ∀ y, ∫ x, D x * levelWeight x y = 2 * |y| * misoccupation D y := by
    intro y
    by_cases hy : 0 < y
    · have e : ∀ x, D x * levelWeight x y = (Ici y).indicator D x * (2 * |y|) := fun x => by
        by_cases hx : y ≤ x <;>
          simp [levelWeight, mem_uIoc, hy, hx, not_le_of_gt hy]
      simp only [e]
      rw [integral_mul_const, integral_indicator measurableSet_Ici,
        integral_Ici_eq_integral_Ioi, misoccupation, if_pos hy, occupation]
      ring
    · have e : ∀ x, D x * levelWeight x y = (Iio y).indicator D x * (2 * |y|) := fun x => by
        by_cases hx : x < y <;>
          simp [levelWeight, mem_uIoc, hy, hx, not_lt.1 hy]
      simp only [e]
      rw [integral_mul_const, integral_indicator measurableSet_Iio,
        ← integral_Iic_eq_integral_Iio, misoccupation, if_neg hy, occupation_eq_sub hD, h1]
      ring
  refine ⟨hK.integral_prod_right.congr (Eventually.of_forall hin), ?_⟩
  have hs := integral_integral_swap (f := fun x y => D x * levelWeight x y) hK
  simp only [hin, integral_const_mul, (levelWeight_integral _).2] at hs
  rw [← hs]
  simp only [mul_comm]

/-- The occupation at `y` differs from that at the Fermi level by the weight in between. -/
theorem occupation_eq_primitive {D : ℝ → ℝ} (hD : Integrable D) :
    occupation D = fun y => occupation D 0 - ∫ t in (0 : ℝ)..y, D t := by
  funext y
  rw [occupation_eq_sub hD, occupation_eq_sub hD,
    ← intervalIntegral.integral_Iic_sub_Iic hD.integrableOn hD.integrableOn]
  ring

/-- Under second-order smearing the occupation function is below zero or above one at some real
reduced energy. -/
theorem occupation_unphysical {D : ℝ → ℝ} (h : IsSecondOrder D) :
    ∃ x, occupation D x < 0 ∨ 1 < occupation D x := by
  by_contra hne
  have hb : ∀ x, 0 ≤ occupation D x ∧ occupation D x ≤ 1 := fun x =>
    ⟨not_lt.1 fun hx => hne ⟨x, Or.inl hx⟩, not_lt.1 fun hx => hne ⟨x, Or.inr hx⟩⟩
  obtain ⟨hi, he⟩ := second_moment_eq h.integrable h.integrable_sq h.weight
  have hnn : ∀ y, 0 ≤ 2 * |y| * misoccupation D y := fun y => by
    have hm : 0 ≤ misoccupation D y := by
      unfold misoccupation
      split_ifs <;> linarith [(hb y).1, (hb y).2]
    positivity
  -- the misoccupation vanishes on a dense set of levels
  have hz := (integral_eq_zero_iff_of_nonneg hnn hi).1 (he.symm.trans h.second_moment)
  have hz' : ∀ᵐ y : ℝ, 2 * |y| * misoccupation D y = 0 := by
    filter_upwards [hz] with y hy using hy
  have hd := Measure.dense_of_ae hz'
  have hc : Continuous (occupation D) := by
    rw [occupation_eq_primitive h.integrable]
    exact continuous_const.sub (intervalIntegral.continuous_primitive
      (fun a b => h.integrable.intervalIntegrable) 0)
  -- a continuous occupation cannot jump from one to zero at the Fermi level
  rcases lt_or_ge 0 (occupation D 0) with h0 | h0
  · have ho : IsOpen {y | 0 < occupation D y} := isOpen_lt continuous_const hc
    have hN : {y | 0 < occupation D y} ∩ Ioi 0 ∈ 𝓝[>] (0 : ℝ) :=
      Filter.inter_mem (mem_nhdsWithin_of_mem_nhds (ho.mem_nhds h0)) self_mem_nhdsWithin
    obtain ⟨y, ⟨hy1, hy2⟩, hy3⟩ :=
      hd.inter_open_nonempty _ (ho.inter isOpen_Ioi) (Filter.nonempty_of_mem hN)
    simp only [Set.mem_ofPred_eq, mem_Ioi] at hy1 hy2 hy3
    rw [misoccupation, if_pos hy2, abs_of_pos hy2] at hy3
    nlinarith [mul_pos hy2 hy1]
  · have ho : IsOpen {y | occupation D y < 1} := isOpen_lt hc continuous_const
    have hN : {y | occupation D y < 1} ∩ Iio 0 ∈ 𝓝[<] (0 : ℝ) :=
      Filter.inter_mem (mem_nhdsWithin_of_mem_nhds (ho.mem_nhds (h0.trans_lt one_pos)))
        self_mem_nhdsWithin
    obtain ⟨y, ⟨hy1, hy2⟩, hy3⟩ :=
      hd.inter_open_nonempty _ (ho.inter isOpen_Iio) (Filter.nonempty_of_mem hN)
    simp only [Set.mem_ofPred_eq, mem_Iio] at hy1 hy2 hy3
    rw [misoccupation, if_neg (not_lt.2 hy2.le), abs_of_neg hy2] at hy3
    nlinarith [mul_pos (neg_pos.2 hy2) (sub_pos.2 hy1)]

/-- Under second-order smearing the occupation is not a monotonically decreasing function
of the level energy. -/
theorem occupation_not_antitone {D : ℝ → ℝ} (h : IsSecondOrder D) :
    ¬ Antitone (occupation D) := by
  intro ha
  have htop : Tendsto (occupation D) atTop (𝓝 0) := by
    have ht := (intervalIntegral_tendsto_integral_Ioi 0 h.integrable.integrableOn
      tendsto_id).const_sub (occupation D 0)
    have e : occupation D 0 - ∫ x in Ioi 0, D x = 0 := by rw [occupation, sub_self]
    rw [e] at ht
    rw [occupation_eq_primitive h.integrable]
    exact ht
  have hbot : Tendsto (occupation D) atBot (𝓝 1) := by
    have ht := (intervalIntegral_tendsto_integral_Iic 0 h.integrable.integrableOn
      tendsto_id).const_add (occupation D 0)
    have e : occupation D 0 + ∫ x in Iic 0, D x = 1 := by
      rw [occupation_eq_sub h.integrable, h.weight, sub_add_cancel]
    rw [e] at ht
    refine ht.congr fun y => ?_
    rw [congrFun (occupation_eq_primitive h.integrable) y, intervalIntegral.integral_symm y 0]
    simp
  obtain ⟨x, hx | hx⟩ := occupation_unphysical h
  · exact not_le_of_gt hx
      (le_of_tendsto htop ((eventually_ge_atTop x).mono fun _ hy => ha hy))
  · exact not_le_of_gt hx
      (ge_of_tendsto hbot ((eventually_le_atBot x).mono fun _ hy => ha hy))

/-- A second-order smearing function is negative on a set of positive measure. -/
theorem smearing_negative {D : ℝ → ℝ} (h : IsSecondOrder D) :
    0 < volume {x | D x < 0} := by
  refine pos_iff_ne_zero.2 fun h0 => ?_
  have hn : ∀ᵐ x, 0 ≤ D x := by
    rw [ae_iff]
    simpa only [not_le] using h0
  obtain ⟨x, hx⟩ := occupation_unphysical h
  have hlo : 0 ≤ ∫ t in Ioi x, D t := integral_nonneg_of_ae (ae_restrict_of_ae hn)
  have hup : ∫ t in Ioi x, D t ≤ ∫ t, D t := setIntegral_le_integral h.integrable hn
  rw [h.weight] at hup
  unfold occupation at hx
  rcases hx with hx | hx <;> linarith

/-- The first-order Methfessel–Paxton smearing function. -/
def methfesselPaxton (x : ℝ) : ℝ :=
  (√Real.pi)⁻¹ * ((3 / 2 - x ^ 2) * Real.exp (-x ^ 2))

/-- The first-order Methfessel–Paxton function has unit weight and zero second moment. -/
theorem methfesselPaxton_witness : IsSecondOrder methfesselPaxton := by
  have g : ∀ n : ℕ, Integrable (fun x : ℝ => x ^ n * Real.exp (-x ^ 2)) := fun n => by
    have hn : (-1 : ℝ) < n := by linarith [Nat.cast_nonneg (α := ℝ) n]
    simpa [Real.rpow_natCast] using integrable_rpow_mul_exp_neg_mul_sq one_pos hn
  have g0 : Integrable (fun x : ℝ => Real.exp (-x ^ 2)) := by simpa using g 0
  have g1 : Integrable (fun x : ℝ => x * Real.exp (-x ^ 2)) := by simpa using g 1
  have he : ∀ x : ℝ, HasDerivAt (fun x => Real.exp (-x ^ 2))
      (Real.exp (-x ^ 2) * (-(2 * x))) x := fun x => by
    simpa using (hasDerivAt_pow 2 x).fun_neg.exp
  have hp : ∀ x : ℝ, HasDerivAt (fun x => x ^ 3) (3 * x ^ 2) x := fun x => by
    simpa using hasDerivAt_pow 3 x
  -- up to constant factors, the correction to the Gaussian weight and the whole
  -- second-moment integrand are total derivatives
  have i0 : Integrable (fun x : ℝ => Real.exp (-x ^ 2) - 2 * (x ^ 2 * Real.exp (-x ^ 2))) :=
    g0.sub ((g 2).const_mul 2)
  have i2 : Integrable (fun x : ℝ => 3 * (x ^ 2 * Real.exp (-x ^ 2)) -
      2 * (x ^ 4 * Real.exp (-x ^ 2))) := ((g 2).const_mul 3).sub ((g 4).const_mul 2)
  have k0 := integral_eq_zero_of_hasDerivAt_of_integrable
    (fun x => ((hasDerivAt_id' x).fun_mul (he x)).congr_deriv (by ring)) i0 g1
  have k2 := integral_eq_zero_of_hasDerivAt_of_integrable
    (fun x => ((hp x).fun_mul (he x)).congr_deriv (by ring)) i2 (g 3)
  have kg : ∫ x : ℝ, Real.exp (-x ^ 2) = √Real.pi := by simpa using integral_gaussian 1
  have e0 : methfesselPaxton = fun x => (√Real.pi)⁻¹ * (Real.exp (-x ^ 2) +
      1 / 2 * (Real.exp (-x ^ 2) - 2 * (x ^ 2 * Real.exp (-x ^ 2)))) := by
    funext x
    unfold methfesselPaxton
    ring
  have e2 : (fun x => x ^ 2 * methfesselPaxton x) = fun x => (√Real.pi)⁻¹ * (1 / 2 *
      (3 * (x ^ 2 * Real.exp (-x ^ 2)) - 2 * (x ^ 4 * Real.exp (-x ^ 2)))) := by
    funext x
    unfold methfesselPaxton
    ring
  refine ⟨?_, ?_, ?_, ?_⟩
  · rw [e0]
    exact (g0.add (i0.const_mul (1 / 2))).const_mul _
  · rw [e2]
    exact (i2.const_mul (1 / 2)).const_mul _
  · rw [e0, integral_const_mul, integral_add g0 (i0.const_mul (1 / 2)),
      integral_const_mul, k0, kg, mul_zero, add_zero]
    exact inv_mul_cancel₀ (Real.sqrt_pos.2 Real.pi_pos).ne'
  · rw [e2, integral_const_mul, integral_const_mul, k2, mul_zero, mul_zero]

end

end SecondOrderSmearing
```

```lean
#print axioms SecondOrderSmearing.occupation_unphysical
#print axioms SecondOrderSmearing.occupation_not_antitone
#print axioms SecondOrderSmearing.smearing_negative
```

```
'SecondOrderSmearing.occupation_unphysical' depends on axioms: [propext, Classical.choice, Quot.sound]
'SecondOrderSmearing.occupation_not_antitone' depends on axioms: [propext, Classical.choice, Quot.sound]
'SecondOrderSmearing.smearing_negative' depends on axioms: [propext, Classical.choice, Quot.sound]
```

## Moment conditions and occupations

The structure `IsSecondOrder D` holds the four conditions on $D$. The field `integrable_sq` is needed because Lean assigns the value zero to the integral of a non-integrable function, so the equation `second_moment` alone would also hold whenever $x^2D$ is not integrable, as for a Lorentzian. For the same reason the field `integrable` already follows from `weight`; it is listed for convenience. Neither continuity nor symmetry of $D$ is assumed.

The function `occupation D` is $f$, with the Fermi level at $x=0$. It counts one state, without a spin factor. The width $\sigma$ and the energies themselves don't appear in the file, which works with the reduced energy throughout.

Three theorems hold for every second-order $D$:

- `occupation_unphysical`: there is a real $x$ with $f(x)<0$ or $f(x)>1$.
- `occupation_not_antitone`: $f$ is not a decreasing function of energy, even in the weak sense that allows flat stretches.
- `smearing_negative`: the set where $D<0$ has positive Lebesgue measure, so the negativity is not confined to isolated points.

A fourth, `methfesselPaxton_witness`, shows that the first-order Methfessel–Paxton function
$$D(x)=\frac{1}{\sqrt\pi}\left(\tfrac32-x^2\right)e^{-x^2}$$
is second-order in this sense.

The theorems don't say how large the violation is or at which energy it occurs. Since $x$ ranges over the whole line, a particular finite spectrum may have no level where $f$ leaves $[0,1]$.

## What a zero second moment buys

Smearing replaces a smooth function $g$ of the energy, such as a density of states, by its average around $\mu$:
$$\int g(\mu+\sigma t)D(t)\,dt\approx g(\mu)+\sigma g'(\mu)\int tD(t)\,dt+\frac{\sigma^2}{2}g''(\mu)\int t^2D(t)\,dt .$$
The condition $\int t^2D=0$ removes the error due to the curvature of $g$. The linear term vanishes as well when $D$ is even, but the theorems don't need this.

For metals treated with one-particle levels and a fixed integrable smearing function, the result means that values of $f$ outside $[0,1]$ are not peculiar to the Hermite polynomials of Methfessel and Paxton: they come with the two moment conditions.

## The second moment weights misplaced electrons and holes by their distance from the Fermi level

Define the departure from the sharp Fermi step by
$$m(y)=\begin{cases} f(y), & y>0,\\ 1-f(y), & y\le 0.\end{cases}$$
This is `misoccupation`: electrons above the Fermi level, and holes at or below it.

For each $x$, let $w(x,y)=2|y|$ when $y$ lies between $0$ and $x$, and $w(x,y)=0$ otherwise. Then
$$\int w(x,y)\,dy=x^2 .$$
For $x\ge0$ this is $\int_0^x2y\,dy$, and for $x\le0$ it is $\int_x^0(-2y)\,dy$. The lemma `levelWeight_integral` treats the same two cases.

Insert this into the second moment and exchange the integrals:
$$\int x^2D(x)\,dx=\int dy\int dx\,D(x)\,w(x,y).$$
The exchange is allowed because $\iint|D(x)|\,w(x,y)\,dy\,dx=\int x^2|D(x)|\,dx$ is finite. At fixed $y>0$, only $x\ge y$ contributes, and the inner integral is $2y\,f(y)$. At fixed $y\le0$, only $x<y$ contributes, which gives
$$2|y|\int_{-\infty}^{y}D(x)\,dx=2|y|\,(1-f(y)),$$
by the unit weight. Hence
$$\int x^2D(x)\,dx=\int 2|y|\,m(y)\,dy .$$

This is `second_moment_eq`. In its proof, `hK` is the absolute convergence, `hin` is the inner integral in the two cases, and `integral_integral_swap` is the exchange. The lemma `occupation_eq_sub` supplies $f(y)=\int D-\int_{-\infty}^yD$.

## A continuous occupation cannot be the sharp step

Suppose that $0\le f\le1$ everywhere. Then $m\ge0$, so $2|y|\,m(y)$ is a nonnegative function whose integral is zero. It therefore vanishes for almost every $y$.

But $f$ is continuous, since $f(y)=f(0)-\int_0^yD(t)\,dt$ with $D$ integrable. There are two cases.

- If $f(0)>0$, then $f>0$ on a short interval to the right of $0$. There $2|y|\,m(y)=2y\,f(y)>0$, a contradiction.
- If $f(0)\le0$, then $f<1$ on a short interval to the left of $0$. There $2|y|\,m(y)=2|y|\,(1-f(y))>0$, again a contradiction.

So $f$ leaves $[0,1]$ somewhere.

The Lean proof of `occupation_unphysical` begins with `by_contra` and follows these steps. The vanishing integrand comes from `integral_eq_zero_iff_of_nonneg`, and the continuity from `occupation_eq_primitive`. A set that contains almost every real number is dense (`Measure.dense_of_ae`), so it meets the open set of points on the relevant side of $0$ where $f>0$ or $f<1$. At a common point the product is both zero and positive, and `nlinarith` closes the case.

## Monotonicity and positivity both fail

As $x\to+\infty$, $f(x)\to0$; as $x\to-\infty$, $f(x)\to\int D=1$. A decreasing $f$ would lie between these limits, which `occupation_unphysical` excludes. In `occupation_not_antitone` the limits are `htop` and `hbot`.

If $D\ge0$ almost everywhere, then
$$0\le\int_x^\infty D(t)\,dt\le\int D(t)\,dt=1$$
for every $x$, which is excluded in the same way. This proves `smearing_negative`.

## Moments of the Methfessel–Paxton function

Two total derivatives are enough:
$$\frac{d}{dx}\left(xe^{-x^2}\right)=(1-2x^2)e^{-x^2},\qquad \frac{d}{dx}\left(x^3e^{-x^2}\right)=(3x^2-2x^4)e^{-x^2}.$$
Both integrate to zero over the line; these are `k0` and `k2`. Now write
$$D=\frac{1}{\sqrt\pi}\left[e^{-x^2}+\tfrac12(1-2x^2)e^{-x^2}\right],\qquad x^2D=\frac{1}{2\sqrt\pi}(3x^2-2x^4)e^{-x^2}.$$
With $\int e^{-x^2}dx=\sqrt\pi$, the first has integral $1$ and the second has integral $0$. Integrability follows from that of $x^ne^{-x^2}$.

## Smearing by a measure

The smearing could also be modelled by a finite signed measure with a finite absolute second moment, which would admit point masses. The unit point mass at $x=0$ then has unit weight and zero second moment, and its occupation is the sharp step, which is decreasing and stays in $[0,1]$. The theorem would need this case, no smearing at all, as an exception. Taking $D$ to be an integrable function rules it out from the start, through the continuity of $f$.
